# Two sites a distance d apart on a chain share max(R − d, 0) windows of length R, if windows may overhang the ends

Sites on a line are numbered from 0, and `window R k i` is 1 if site `i` is among the `R` consecutive positions ending at `k`, and 0 otherwise. The theorem `window_overlap` sums the product of the indicators for sites `a` and `b` over all `k` from 0 to `n + R - 1`, and so counts the windows that contain both. The count is `R` minus the distance between the sites, or zero if that distance is `R` or more; the only hypothesis is `a < n`, and no Hamiltonian or quantum state enters. The proof first shows, case by case, that the product is the indicator of `k` lying in the interval from `max a b` up to but not including `min a b + R`, and then counts the points of that interval.

Lean 4 with Mathlib refuses this proof:

```lean
import Mathlib

open Matrix
open scoped ComplexOrder

namespace TaperedDensityCutoff

noncomputable section

/-- The indicator that site `i` lies in the window of `R` consecutive sites ending at `k`. -/
def window (R k i : ℕ) : ℝ := if i ≤ k ∧ k < i + R then 1 else 0

/-- The number of windows that contain both sites `a` and `b`. -/
theorem window_overlap (n R a b : ℕ) (ha : a < n) :
    ∑ k ∈ Finset.range (n + R), window R k a * window R k b
      = ((min a b + R - max a b : ℕ) : ℝ) := by
  have h : ∀ k, window R k a * window R k b
      = if k ∈ Finset.Ico (max a b) (min a b + R) then (1 : ℝ) else 0 := by
    intro k
    unfold window
    simp only [Finset.mem_Ico]
    split_ifs <;> first | norm_num | (exfalso; omega)
  have hs : Finset.range (n + R) ∩ Finset.Ico (max a b) (min a b + R)
      = Finset.Ico (max a b) (min a b + R) := by
    ext k
    simp only [Finset.mem_inter, Finset.mem_range, Finset.mem_Ico]
    omega
  rw [Finset.sum_congr rfl (fun k _ => h k), Finset.sum_ite_mem, hs, Finset.sum_const,
    Nat.card_Ico, nsmul_eq_mul, mul_one]

end

end TaperedDensityCutoff
```

Lean reports:

```
Main.lean:18:73: error: unsolved goals
case neg
n R a b : ℕ
ha : a < n
k : ℕ
h✝² : a ≤ k ∧ k < a + R
h✝¹ : b ≤ k ∧ k < b + R
h✝ : ¬(max a b ≤ k ∧ k < min a b + R)
⊢ False

case pos
n R a b : ℕ
ha : a < n
k : ℕ
h✝² : a ≤ k ∧ k < a + R
h✝¹ : ¬(b ≤ k ∧ k < b + R)
h✝ : max a b ≤ k ∧ k < min a b + R
⊢ False

case pos
n R a b : ℕ
ha : a < n
k : ℕ
h✝² : ¬(a ≤ k ∧ k < a + R)
h✝¹ : b ≤ k ∧ k < b + R
h✝ : max a b ≤ k ∧ k < min a b + R
⊢ False

case pos
n R a b : ℕ
ha : a < n
k : ℕ
h✝² : ¬(a ≤ k ∧ k < a + R)
h✝¹ : ¬(b ≤ k ∧ k < b + R)
h✝ : max a b ≤ k ∧ k < min a b + R
⊢ False
```

What went wrong. The error lists four cases left open by `split_ifs`, each with the goal `False`. In each, the hypotheses contradict one another: for instance, `k` satisfies the window conditions for both `a` and `b`, yet is said to lie outside the interval common to them.

Such a case can be closed from its hypotheses, which is the job of `exfalso; omega`. But `first` keeps the first alternative that does not fail, and `norm_num` came first. It reduced false equations such as `1 * 1 = 0` to `False` and left that as the goal. Since this did not count as a failure, `omega` was never tried.

The repair swaps the two alternatives. Now `omega` closes the contradictory cases. In the other cases the hypotheses are consistent, so `omega` fails, and `first` goes on to `norm_num`, which proves the true equations that remain, such as `1 * 1 = 1`.

Lean accepts the file once it reads:

```diff
@@ -20,5 +20,5 @@
     unfold window
     simp only [Finset.mem_Ico]
-    split_ifs <;> first | norm_num | (exfalso; omega)
+    split_ifs <;> first | (exfalso; omega) | norm_num
   have hs : Finset.range (n + R) ∩ Finset.Ico (max a b) (min a b + R)
       = Finset.Ico (max a b) (min a b + R) := by
```
